# Antisymmetry of a Slater determinant of point-localized orbitals, and its nonzero value at their distinct centres

For a finite number N of particles, `localizedSlater x y` is the unnormalised Slater determinant, evaluated at the configuration `y`, of orbitals that are each one at a single point of `x` and zero elsewhere. The theorem says that permuting the particles in `y` multiplies this determinant by the sign of the permutation, and that its value at `y = x` is one if the points of `x` are distinct. With the usual factor 1/√N!, which normalises the state for distinct points under the counting inner product, that value would be 1/√N!. The proof takes the first part from the rule for permuting the rows of a determinant, and the second from the fact that the matrix of orbital values at `x` is the identity.

As first written in Lean, the proof fails:

```lean
import Mathlib

open Equiv

namespace LocalizedSlaterSpec

noncomputable section

variable {ι X : Type*} [Fintype ι] [DecidableEq ι]

/-- The sign of a permutation of the particle labels, as a complex number. -/
def sgn (s : Perm ι) : ℂ := ((Perm.sign s : ℤ) : ℂ)

/-- A function of the configuration is antisymmetric if permuting the particles
multiplies it by the sign of the permutation. -/
def IsAntisymmetric (F : (ι → X) → ℂ) : Prop :=
  ∀ (s : Perm ι) (x : ι → X), F (x ∘ s) = sgn s * F x

open Classical in
/-- The unnormalised Slater determinant, evaluated at `y`, of orbitals localized at the
points of the configuration `x`. -/
def localizedSlater (x y : ι → X) : ℂ :=
  Matrix.det (Matrix.of fun i j => if y i = x j then (1 : ℂ) else 0)

/-- The Slater determinant of orbitals localized at the points of `x` is antisymmetric, and
it equals one at `x` if the coordinates of `x` are pairwise distinct. -/
theorem localizedSlater_spec (x : ι → X) :
    IsAntisymmetric (localizedSlater x) ∧
      (Function.Injective x → localizedSlater x x = 1) := by
  constructor
  · intro s y
    exact Matrix.det_permute s _
  · intro hx
    unfold localizedSlater
    convert Matrix.det_one (n := ι) (R := ℂ) using 2
    ext i j
    by_cases h : i = j
    · simp [h]
    · simp [h, hx.eq_iff]

end

end LocalizedSlaterSpec
```

Messages:

```
Main.lean:32:10: error: typeclass instance problem is stuck
  CommRing ?m.30

Note: Lean will not try to resolve this typeclass instance problem because the type argument to `CommRing` is a metavariable. This argument must be fully determined before Lean will try to resolve the typeclass.

Hint: Adding type annotations and supplying implicit arguments to functions can give Lean more information for typeclass resolution. For example, if you have a variable `x` that you intend to be a `Nat`, but Lean reports it as having an unresolved type like `?m`, replacing `x` with `(x : Nat)` can get typeclass resolution un-stuck.
Main.lean:38:4: error: unsolved goals
case pos
ι : Type u_1
X : Type u_2
inst✝¹ : Fintype ι
inst✝ : DecidableEq ι
x : ι → X
hx : Function.Injective x
i j : ι
h : i = j
⊢ 1 = 1 i j
```

Cause. The first error is at `Matrix.det_permute s _`. The matrix is left as `_`, and matching with the goal did not settle the ring of its entries, so Lean could not look for the `CommRing` instance. The repair writes the matrix out, with entries in `ℂ`. Its entries test `y i = x j`, and since `X` is not assumed to have decidable equality, `classical` supplies the decision.

The second error is in the diagonal case, where `simp [h]` reduces the left side to `1` but leaves `1 i j` on the right. This is an entry of the identity matrix, and although `h` says `i = j`, `simp` has not used it to make the two indices the same. `subst h` does so throughout the goal before `simp` runs, and `simp` then evaluates the diagonal entry to one.

Replacing `convert` by `key` and `refine` is mere tidying, as `convert` had already reduced the goal to equality with the identity matrix.

The mended proof, as a diff:

```diff
@@ -30,11 +30,16 @@
   constructor
   · intro s y
-    exact Matrix.det_permute s _
+    classical
+    exact Matrix.det_permute s (Matrix.of fun i j => if y i = x j then (1 : ℂ) else 0)
   · intro hx
+    -- at x itself the matrix of orbital values is the identity
+    have key : ∀ M : Matrix ι ι ℂ, M = 1 → M.det = 1 := fun M h => by
+      rw [h, Matrix.det_one]
     unfold localizedSlater
-    convert Matrix.det_one (n := ι) (R := ℂ) using 2
+    refine key _ ?_
     ext i j
     by_cases h : i = j
-    · simp [h]
+    · subst h
+      simp
     · simp [h, hx.eq_iff]
 
```
